# The relaxation-time conductivity as a lower bound for positive semidefinite in-scattering

## Rates, in-scattering and the conductivity series

Label the electron states on a finite grid by i. Let dᵢ > 0 be the out-scattering rate of state i, and let D be the diagonal matrix with entries dᵢ. The real symmetric matrix W describes in-scattering, with Wᵢⱼ the contribution to state i from state j. Each label stands for a grid cell, and scattering that stays within the cell may be counted both in dᵢ and in the diagonal entry Wᵢᵢ. The linearized Boltzmann equation for a static, uniform electric field is

(D − W) f = v,

where v is the driving term and f the response. Detailed balance makes W symmetric once vᵢ and fᵢ each carry a factor √(−∂f₀/∂εᵢ), with f₀ the equilibrium occupation and εᵢ the energy. Apart from a constant prefactor, the conductivity along the field is v·f = Σᵢ vᵢfᵢ.

Write T = D⁻¹W and r = D⁻¹v. The vector r is the relaxation-time solution with lifetimes 1/dᵢ. It ignores in-scattering, which transport relaxation times take into account, in general only approximately. Allowing up to N in-scattering events gives

σ_N = Σ_{j≤N} v·Tʲr, with σ₀ = v·D⁻¹v.

Suppose that W and D − W are both positive semidefinite and that f solves the Boltzmann equation. Then σ_N is nondecreasing in N and converges to v·f, so v·D⁻¹v ≤ v·f. If D − W is positive definite, the limit is v·(D − W)⁻¹v. The semidefinite case also admits collisions that conserve particle number, for which D − W has a zero mode.

## Monotone moments and a telescoping series

For any vector x define the moments

m_j(x) = (Dx)·Tʲx.

Since DT = W, we have (Dx)·Ty = x·Wy for all x and y. Together with the symmetry of W this gives

m_{j+2}(x) = x·W Tʲ⁺¹x = (Wx)·Tʲ(Tx) = (DTx)·Tʲ(Tx) = m_j(Tx).

The moments are nonnegative and nonincreasing in j. The first two are m₀(x) = x·Dx and m₁(x) = x·Wx, so positivity of W and of D − W gives 0 ≤ m₁(x) ≤ m₀(x). For the next pair put z = Tx. Then m₂(x) = z·Dz = z·Wx, and positivity of W on x − z reads

0 ≤ x·Wx − 2 z·Wx + z·Wz = m₁(x) − 2m₂(x) + z·Wz.

Because z·Wz ≤ z·Dz = m₂(x), it follows that m₂(x) ≤ m₁(x). The relation m_{j+2}(x) = m_j(Tx) carries both inequalities from j to j + 2, and hence to every j.

Monotonicity of the conductivity follows from Dr = v:

σ_{N+1} − σ_N = v·Tᴺ⁺¹r = m_{N+1}(r) ≥ 0.

For the limit, divide v = Df − Wf by the rates to get r = f − Tf. The series telescopes:

σ_N = v·f − v·Tᴺ⁺¹f.

The remainder is again made of moments. Since m_{k+1}(f) = f·W Tᵏf = (Wf)·Tᵏf,

v·Tᵏf = (Df − Wf)·Tᵏf = m_k(f) − m_{k+1}(f).

The sequence m_k(f) is nonincreasing and bounded below by zero, so it converges and its successive differences vanish. Hence σ_N → v·f. A nondecreasing sequence never exceeds its limit, and N = 0 gives the lower bound.

The vector Tᵏf itself need not vanish, since a zero mode of D − W is left unchanged by T. Only its overlap with v has to disappear.

## Two states with conserved particle number

Take d = (3, 3), v = (1, −1) and

W = [[2, 1], [1, 2]], D − W = [[1, −1], [−1, 1]].

The eigenvalues of W are 3 and 1, those of D − W are 0 and 2. One solution is f = (1/2, −1/2), with v·f = 1. Adding a multiple of the zero mode (1, 1) changes f but not v·f. Since Tv = v/3, the iterated values are

σ₀ = 2/3, σ₁ = 8/9, σ₂ = 26/27, and in general σ_N = 1 − 3⁻⁽ᴺ⁺¹⁾.

The diagonal entries of W represent scattering that stays within one grid cell. They cancel in D − W, but they affect the iteration. Removing them from both matrices gives d = (1, 1) and W = [[0, 1], [1, 0]], with the same D − W and the same exact value 1. Now σ_N alternates between 2 and 0, and the relaxation-time value lies above the exact one. Symmetry, nonnegative entries of W and positive semidefinite D − W are therefore not enough for the result. A positive semidefinite W with zero diagonal has zero trace and must vanish, so the hypothesis on W is a real restriction on how the collision operator is split.

## The iteration in a transport calculation

In a calculation of phonon-limited conductivity, the scattering rates are tabulated for bands and wavevectors on a grid. The first estimate is g₀ = v/d, component by component. Each further pass applies the in-scattering matrix once:

g_{N+1} = D⁻¹(v + W g_N).

Then g_N = Σ_{j≤N} Tʲr, and v·g_N = σ_N is the conductivity at that pass. For a finite, semiclassical, linear-response model satisfying the two positivity conditions, further passes can only raise the conductivity or leave it unchanged. The condition on W is not automatic. If optical phonons are the only scatterers and the grid resolves their energy, no collision leaves an electron in its own cell. The diagonal of W is then zero, and a nonzero W is not positive semidefinite.

## The definitions in Lean

The finite type `n` labels the states. The rates, driving term and response are real functions on it, and `W` is a real matrix.

```lean
import Mathlib

open Matrix Filter Topology

namespace BoltzmannIteration

noncomputable section

variable {n : Type*} [Fintype n] [DecidableEq n] {d v f : n → ℝ} {W : Matrix n n ℝ}
```

The matrix T is `scatterStep d W`.

```lean
/-- The matrix `D⁻¹ W` of one in-scattering event followed by relaxation, for nonzero
out-scattering rates `d`. -/
def scatterStep (d : n → ℝ) (W : Matrix n n ℝ) : Matrix n n ℝ :=
  diagonal (fun i => (d i)⁻¹) * W
```

The vector r is `relaxationTime d v`, defined by componentwise division.

```lean
/-- The relaxation-time solution `D⁻¹ v` for a driving term `v` and nonzero rates `d`. -/
def relaxationTime (d v : n → ℝ) : n → ℝ := fun i => v i / d i
```

The conductivity σ_N is `conductivity d W v N`. The range `Finset.range (N + 1)` runs over j = 0, …, N, `*ᵥ` applies a matrix to a vector, and `⬝ᵥ` is the real scalar product. Charge, spin and volume factors are left out.

```lean
/-- The conductivity with up to `N` in-scattering events, the sum over `j ≤ N` of
`v · (D⁻¹ W)^j D⁻¹ v`, for nonzero rates `d`. -/
def conductivity (d : n → ℝ) (W : Matrix n n ℝ) (v : n → ℝ) (N : ℕ) : ℝ :=
  ∑ j ∈ Finset.range (N + 1), v ⬝ᵥ (scatterStep d W ^ j *ᵥ relaxationTime d v)
```

In the moment m_j(x), the product `d * x` is taken componentwise and stands for Dx.

```lean
/-- The moment `D x · (D⁻¹ W)^j x` of a distribution `x`, for nonzero rates `d`. -/
def moment (d : n → ℝ) (W : Matrix n n ℝ) (x : n → ℝ) (j : ℕ) : ℝ :=
  (d * x) ⬝ᵥ (scatterStep d W ^ j *ᵥ x)
```

## Moving scattering steps across the scalar product

The first lemma is DTy = Wy. It cancels dᵢ against its inverse, which uses positivity of the rates.

```lean
/-- For positive rates, `D (D⁻¹ W) y = W y`. -/
theorem rate_mul_scatterStep (hd : ∀ i, 0 < d i) (y : n → ℝ) :
    d * (scatterStep d W *ᵥ y) = W *ᵥ y := by
  ext i
  rw [Pi.mul_apply, scatterStep, ← mulVec_mulVec, mulVec_diagonal]
  exact mul_inv_cancel_left₀ (hd i).ne' _
```

Taking the scalar product with x gives (Dx)·Ty = x·Wy.

```lean
/-- For positive rates, `D x · (D⁻¹ W) y = x · W y`. -/
theorem rate_dot_scatterStep (hd : ∀ i, 0 < d i) (x y : n → ℝ) :
    (d * x) ⬝ᵥ (scatterStep d W *ᵥ y) = x ⬝ᵥ (W *ᵥ y) := by
  rw [← rate_mul_scatterStep (W := W) hd y]
  simp only [dotProduct, Pi.mul_apply]
  exact Finset.sum_congr rfl fun i _ => by ring
```

The relation Dr = v is the same cancellation applied to the driving term.

```lean
omit [Fintype n] [DecidableEq n] in
/-- For positive rates, the relaxation-time solution satisfies `D (D⁻¹ v) = v`. -/
theorem rate_mul_relaxationTime (hd : ∀ i, 0 < d i) : d * relaxationTime d v = v := by
  ext i
  exact (mul_comm _ _).trans (div_mul_cancel₀ _ (hd i).ne')
```

For real matrices `PosSemidef` includes symmetry as well as a nonnegative quadratic form. The next lemma extracts the symmetry and uses it to move the matrix to the other factor.

```lean
omit [DecidableEq n] in
/-- A real positive semidefinite collision matrix can be moved from one side of the scalar
product to the other. -/
theorem collision_symm {A : Matrix n n ℝ} (hA : A.PosSemidef) (x y : n → ℝ) :
    x ⬝ᵥ (A *ᵥ y) = (A *ᵥ x) ⬝ᵥ y := by
  have hT : Aᵀ = A := by
    ext i j
    simpa using hA.isHermitian.apply i j
  rw [dotProduct_mulVec, ← mulVec_transpose, hT]
```

These lemmas combine into m_{j+2}(x) = m_j(Tx). The auxiliary equation `e` splits the power into one factor of T on the left, j in the middle and one on the right. The left factor is then transferred to the other side of the scalar product.

```lean
/-- For positive rates and positive semidefinite `W`, two scattering steps can be shared between
the two sides of a moment. -/
theorem moment_add_two (hd : ∀ i, 0 < d i) (hW : W.PosSemidef) (x : n → ℝ) (j : ℕ) :
    moment d W x (j + 2) = moment d W (scatterStep d W *ᵥ x) j := by
  have e : scatterStep d W ^ (j + 2) =
      scatterStep d W * (scatterStep d W ^ j * scatterStep d W) := by
    rw [← pow_succ, ← pow_succ']
  unfold moment
  rw [e, ← mulVec_mulVec, ← mulVec_mulVec, rate_dot_scatterStep hd, collision_symm hW,
    rate_mul_scatterStep hd]
```

## Bounds on all moments

In the next proof, `h0` and `h1` evaluate the first two moments, `hq` is positivity of W, and `hle` is the inequality y·Wy ≤ y·Dy. The `one` case is the argument with x − z: `hp` is the expanded quadratic form, `hz` bounds z·Wz, and `linarith` combines them. The induction advances by two and keeps `x` general, because its hypothesis is applied to Tx.

```lean
/-- If the rates are positive and both `W` and `D - W` are positive semidefinite, the moments are
nonnegative and do not increase with the number of scattering steps. -/
theorem moment_bounds (hd : ∀ i, 0 < d i) (hW : W.PosSemidef)
    (hL : (diagonal d - W).PosSemidef) (j : ℕ) (x : n → ℝ) :
    0 ≤ moment d W x j ∧ moment d W x (j + 1) ≤ moment d W x j := by
  have h0 : ∀ y, moment d W y 0 = (d * y) ⬝ᵥ y := fun y => by
    rw [moment, pow_zero, one_mulVec]
  have h1 : ∀ y, moment d W y 1 = y ⬝ᵥ (W *ᵥ y) := fun y => by
    rw [moment, pow_one, rate_dot_scatterStep hd]
  have hq : ∀ y : n → ℝ, 0 ≤ y ⬝ᵥ (W *ᵥ y) := fun y => by
    simpa only [star_trivial] using hW.dotProduct_mulVec_nonneg y
  have hle : ∀ y : n → ℝ, y ⬝ᵥ (W *ᵥ y) ≤ (d * y) ⬝ᵥ y := by
    intro y
    have h := hL.dotProduct_mulVec_nonneg y
    have hD : diagonal d *ᵥ y = d * y := by
      ext i
      rw [mulVec_diagonal, Pi.mul_apply]
    rw [star_trivial, sub_mulVec, dotProduct_sub, hD, dotProduct_comm y (d * y)] at h
    linarith
  induction j using Nat.twoStepInduction generalizing x with
  | zero =>
    rw [zero_add, h0, h1]
    exact ⟨(hq x).trans (hle x), hle x⟩
  | one =>
    have h2 : moment d W x (1 + 1) = moment d W (scatterStep d W *ᵥ x) 0 :=
      moment_add_two hd hW x 0
    rw [h2, h0, h1, rate_mul_scatterStep hd]
    refine ⟨hq x, ?_⟩
    -- positivity of `W` on the difference of `x` and its scattered image
    have hp := hq (x - scatterStep d W *ᵥ x)
    have hz := hle (scatterStep d W *ᵥ x)
    have hc := collision_symm hW x (scatterStep d W *ᵥ x)
    have hs := dotProduct_comm (scatterStep d W *ᵥ x) (W *ᵥ x)
    rw [mulVec_sub, dotProduct_sub, sub_dotProduct, sub_dotProduct] at hp
    rw [rate_mul_scatterStep hd] at hz
    linarith
  | more j ih _ =>
    have h3 : moment d W x (j + 2 + 1) = moment d W (scatterStep d W *ᵥ x) (j + 1) :=
      moment_add_two hd hW x (j + 1)
    have h4 := moment_add_two hd hW x j
    change 0 ≤ moment d W x (j + 2) ∧ moment d W x (j + 2 + 1) ≤ moment d W x (j + 2)
    rw [h3, h4]
    exact ih _
```

## Convergence to the Boltzmann conductivity

The increment of the conductivity is a moment of the relaxation-time solution.

```lean
/-- For positive rates, one more in-scattering event adds a moment of the relaxation-time
solution to the conductivity. -/
theorem conductivity_succ (hd : ∀ i, 0 < d i) (N : ℕ) : conductivity d W v (N + 1) =
    conductivity d W v N + moment d W (relaxationTime d v) (N + 1) := by
  rw [moment, rate_mul_relaxationTime hd]
  exact Finset.sum_range_succ _ _
```

The main theorem has four hypotheses. `hd` says that every rate is positive, `hW` and `hL` are the two positivity conditions, and `hf` says that `f` solves the Boltzmann equation. The existence of such an `f` is assumed. With a zero mode this restricts v: for number-conserving collisions, the driving term must be orthogonal to that mode. Physically, `hL` says that collisions do not produce negative dissipation.

The conclusion has three parts: the sequence is nondecreasing, it tends to v·f as N grows, and the relaxation-time value is at most v·f. The theorem concerns a fixed finite set of states and a real, static response; it does not address the limit of a refined grid, a magnetic field or a finite frequency.

In the proof, `hfix` is r = f − Tf, `hsum` is the telescoped series, and `herr` writes the remainder as a difference of moments. The lemma `tendsto_atTop_ciInf` supplies the limit of the decreasing moments. Two shifted copies of that limit cancel in `hlim`, which gives convergence. The last line compares the value at N = 0 with the limit.

```lean
/-- Let the rates be positive, `W` and `D - W` positive semidefinite, and let `f` solve the
Boltzmann equation `(D - W) f = v`. The iterated conductivities are nondecreasing and converge to
`v · f`, and the relaxation-time value is a lower bound. -/
theorem conductivity_tendsto (hd : ∀ i, 0 < d i) (hW : W.PosSemidef)
    (hL : (diagonal d - W).PosSemidef) (hf : (diagonal d - W) *ᵥ f = v) :
    Monotone (conductivity d W v) ∧ Tendsto (conductivity d W v) atTop (𝓝 (v ⬝ᵥ f)) ∧
    v ⬝ᵥ relaxationTime d v ≤ v ⬝ᵥ f := by
  have hmono : Monotone (conductivity d W v) := monotone_nat_of_le_succ fun N => by
    rw [conductivity_succ hd]
    exact le_add_of_nonneg_right (moment_bounds hd hW hL _ _).1
  have hv : v = d * f - W *ᵥ f := by
    rw [← hf, sub_mulVec]
    ext i
    rw [Pi.sub_apply, Pi.sub_apply, mulVec_diagonal, Pi.mul_apply]
  have hfix : relaxationTime d v = f - scatterStep d W *ᵥ f := by
    ext i
    have h1 := congrFun hv i
    have h2 := congrFun (rate_mul_scatterStep (W := W) hd f) i
    rw [Pi.sub_apply, Pi.mul_apply] at h1
    rw [Pi.mul_apply] at h2
    change v i / d i = f i - (scatterStep d W *ᵥ f) i
    rw [div_eq_iff (hd i).ne']
    linear_combination h1 + h2
  -- the series telescopes
  have hsum : ∀ N, conductivity d W v N =
      v ⬝ᵥ f - v ⬝ᵥ (scatterStep d W ^ (N + 1) *ᵥ f) := by
    intro N
    have ht : ∀ j, v ⬝ᵥ (scatterStep d W ^ j *ᵥ relaxationTime d v) =
        v ⬝ᵥ (scatterStep d W ^ j *ᵥ f) - v ⬝ᵥ (scatterStep d W ^ (j + 1) *ᵥ f) := fun j => by
      rw [hfix, mulVec_sub, dotProduct_sub, mulVec_mulVec, ← pow_succ]
    have h := Finset.sum_range_sub' (fun j => v ⬝ᵥ (scatterStep d W ^ j *ᵥ f)) (N + 1)
    simp only [pow_zero, one_mulVec] at h
    rw [conductivity, Finset.sum_congr rfl fun j _ => ht j]
    exact h
  -- the error is a difference of consecutive moments of the exact solution
  have herr : ∀ k, v ⬝ᵥ (scatterStep d W ^ k *ᵥ f) = moment d W f k - moment d W f (k + 1) := by
    intro k
    have hm : moment d W f (k + 1) = (W *ᵥ f) ⬝ᵥ (scatterStep d W ^ k *ᵥ f) := by
      rw [moment, pow_succ', ← mulVec_mulVec, rate_dot_scatterStep hd, collision_symm hW]
    rw [hm, moment, ← sub_dotProduct, ← hv]
  -- the moments decrease to a limit, so their differences vanish
  have hc := tendsto_atTop_ciInf
    (antitone_nat_of_succ_le fun j => (moment_bounds hd hW hL j f).2)
    ⟨0, by rintro _ ⟨j, rfl⟩; exact (moment_bounds hd hW hL j f).1⟩
  have hlim : Tendsto (conductivity d W v) atTop (𝓝 (v ⬝ᵥ f)) := by
    have h := (tendsto_const_nhds : Tendsto (fun _ : ℕ => v ⬝ᵥ f) atTop (𝓝 (v ⬝ᵥ f))).sub
      ((hc.comp (tendsto_add_atTop_nat 1)).sub (hc.comp (tendsto_add_atTop_nat 2)))
    rw [sub_self, sub_zero] at h
    exact h.congr fun N => (by rw [hsum N, herr (N + 1)] : conductivity d W v N =
      v ⬝ᵥ f - (moment d W f (N + 1) - moment d W f (N + 1 + 1))).symm
  have h0 : conductivity d W v 0 = v ⬝ᵥ relaxationTime d v := by simp [conductivity]
  exact ⟨hmono, hlim, h0.symm.le.trans (hmono.ge_of_tendsto hlim 0)⟩
```

When D − W is positive definite, its determinant is positive and f = (D − W)⁻¹v solves the equation for every v. The corollary inserts this f and keeps the convergence and the lower bound. Monotonicity in this case comes from the first part of the preceding theorem.

```lean
/-- For positive rates, positive semidefinite `W` and positive definite `D - W`, the iterated
conductivities converge to `v · (D - W)⁻¹ v`, which is at least `v · D⁻¹ v`. -/
theorem conductivity_tendsto_inverse (hd : ∀ i, 0 < d i) (hW : W.PosSemidef)
    (hL : (diagonal d - W).PosDef) (v : n → ℝ) :
    Tendsto (conductivity d W v) atTop (𝓝 (v ⬝ᵥ ((diagonal d - W)⁻¹ *ᵥ v))) ∧
    v ⬝ᵥ relaxationTime d v ≤ v ⬝ᵥ ((diagonal d - W)⁻¹ *ᵥ v) := by
  have hf : (diagonal d - W) *ᵥ ((diagonal d - W)⁻¹ *ᵥ v) = v := by
    rw [mulVec_mulVec, mul_nonsing_inv _ hL.det_pos.ne'.isUnit, one_mulVec]
  exact (conductivity_tendsto hd hW hL.posSemidef hf).2

end

end BoltzmannIteration
```

```lean
#print axioms BoltzmannIteration.conductivity_tendsto
#print axioms BoltzmannIteration.conductivity_tendsto_inverse
```

```
'BoltzmannIteration.conductivity_tendsto' depends on axioms: [propext, Classical.choice, Quot.sound]
'BoltzmannIteration.conductivity_tendsto_inverse' depends on axioms: [propext, Classical.choice, Quot.sound]
```
